# Dirac matrices for a massive particle in three dimensions exist exactly in sizes divisible by 4

In one space dimension, a Dirac Hamiltonian $H = c\,\alpha p + \beta mc^2$ has the square $p^2c^2 + m^2c^4$ if $\alpha^2 = \beta^2 = 1$ and $\alpha\beta = -\beta\alpha$. These relations already restrict the size $n$ of the matrices. By cyclicity of the trace,
$$\operatorname{tr}\beta = \operatorname{tr}(\alpha\beta\alpha) = -\operatorname{tr}(\beta\alpha\alpha) = -\operatorname{tr}\beta,$$
so $\operatorname{tr}\beta = 0$. Since $\beta^2 = 1$, the eigenvalues of $\beta$ are $\pm1$, and zero trace means that both occur equally often. Hence $n$ is even, and the Pauli matrices $\sigma_x, \sigma_z$ realise $n = 2$.

In three dimensions a second two-valued label appears, the spin, and the same argument splits the space into four equal parts.

## Four sectors of equal dimension

Let $H = c\sum_i \alpha_i p_i + \beta mc^2$ with $m \neq 0$. Then
$$H^2 = c^2\sum_i p_i^2\alpha_i^2 + c^2\sum_{i<j}p_ip_j\{\alpha_i,\alpha_j\} + mc^3\sum_i p_i\{\alpha_i,\beta\} + m^2c^4\beta^2,$$
where $\{A,B\} = AB + BA$. This equals $p^2c^2 + m^2c^4$ for all momenta exactly when the four matrices square to 1 and pairwise anticommute.

Put $\Sigma_3 = -i\alpha_1\alpha_2$. Since $\alpha_1\alpha_2\alpha_1\alpha_2 = -\alpha_2\alpha_1\alpha_1\alpha_2 = -1$, we get $\Sigma_3^2 = 1$. Moving $\beta$ through $\alpha_1\alpha_2$ changes the sign twice, so $\beta\Sigma_3 = \Sigma_3\beta$.

If two matrices $c$ and $x$ (here $c$ is not the speed of light) satisfy $c^2 = 1$ and $cx = -xc$, then $\operatorname{tr}x = \operatorname{tr}(cxc) = -\operatorname{tr}x$, so $x$ is traceless. This applies three times:

- $\alpha_1$ anticommutes with $\beta$;
- $\alpha_1$ anticommutes with $\Sigma_3$, because $\alpha_1(\alpha_1\alpha_2) = -(\alpha_1\alpha_2)\alpha_1$;
- $\alpha_3$ anticommutes with $\beta\Sigma_3$, because it anticommutes with $\beta$ and commutes with $\Sigma_3$.

For signs $s, t = \pm1$, call the space of vectors with $\beta v = sv$ and $\Sigma_3 v = tv$ a sector, and let
$$P = \tfrac14\left(1 + s\beta + t\Sigma_3 + st\,\beta\Sigma_3\right).$$
Using $s^2 = 1$,
$$\beta P = \tfrac14\left(\beta + s + t\beta\Sigma_3 + st\Sigma_3\right) = sP,$$
and likewise $\Sigma_3P = tP$, so $P$ maps every vector into the sector. On a vector already there, $Pv = \tfrac14(1 + s^2 + t^2 + s^2t^2)v = v$. Thus $P$ is a projector onto the sector, and the sector's dimension is $\operatorname{tr}P = n/4$. A dimension is an integer, so 4 divides $n$.

Conversely, the standard matrices
$$\alpha_i = \begin{pmatrix}0&\sigma_i\\\sigma_i&0\end{pmatrix},\qquad \beta = \begin{pmatrix}1&0\\0&-1\end{pmatrix}$$
satisfy the relations: $\alpha_i\alpha_j$ has $\sigma_i\sigma_j$ in both diagonal blocks, and $\beta$ changes sign when moved past an off-diagonal block matrix. For $n = 4k$ take $A\otimes 1_k$ in place of each matrix $A$; since $(A\otimes1_k)(B\otimes1_k) = AB\otimes1_k$, the relations persist.

## Nine relations allow size 2

Take $\alpha_1 = \sigma_x$, $\alpha_2 = \sigma_y$ and $\alpha_3 = \beta = \sigma_z$. Every relation holds except $\alpha_3\beta = -\beta\alpha_3$, yet $n = 2$. The other nine relations therefore do not force divisibility by 4. Here $\Sigma_3 = \sigma_z$, so $\beta\Sigma_3 = 1$ has trace 2, and the sectors have dimensions 1, 0, 0 and 1.

## The relations and sectors in Lean

Matrices are indexed by a finite type `ι`, whose number of elements `Fintype.card ι` is the size $n$.

```lean
import Mathlib

open Matrix
open scoped Kronecker

namespace DiracDimension

noncomputable section

variable {ι : Type*} [Fintype ι] [DecidableEq ι]
```

The ten relations form one proposition. The step from the energy–momentum relation to these equations is the expansion of $H^2$ above; the Lean development starts from the equations themselves. Hermiticity, which a physical Hamiltonian needs, is not assumed, so the size restriction applies to Hermitian matrices in particular.

```lean
/-- The Clifford relations of the Dirac Hamiltonian in three space dimensions: four complex
matrices square to the identity and pairwise anticommute. -/
structure DiracRelations (α₁ α₂ α₃ β : Matrix ι ι ℂ) : Prop where
  sq₁ : α₁ * α₁ = 1
  sq₂ : α₂ * α₂ = 1
  sq₃ : α₃ * α₃ = 1
  sqβ : β * β = 1
  anti₁₂ : α₁ * α₂ = -(α₂ * α₁)
  anti₁₃ : α₁ * α₃ = -(α₃ * α₁)
  anti₂₃ : α₂ * α₃ = -(α₃ * α₂)
  anti₁β : α₁ * β = -(β * α₁)
  anti₂β : α₂ * β = -(β * α₂)
  anti₃β : α₃ * β = -(β * α₃)
```

The matrix `spinZ` is $\Sigma_3$, with eigenvalues $\pm1$; the spin operator itself is $\hbar\Sigma_3/2$.

```lean
/-- The spin matrix along the third axis, `-i α₁ α₂`. -/
def spinZ (α₁ α₂ : Matrix ι ι ℂ) : Matrix ι ι ℂ := (-Complex.I) • (α₁ * α₂)
```

A sector is the intersection of two eigenspaces. For a particle at rest, the label `s` is the sign of the energy.

```lean
/-- The joint eigenspace of two matrices: all `v` with `B v = s v` and `S v = t v`. -/
def sector (B S : Matrix ι ι ℂ) (s t : ℂ) : Submodule ℂ (ι → ℂ) :=
  Module.End.eigenspace (Matrix.toLin' B) s ⊓ Module.End.eigenspace (Matrix.toLin' S) t
```

## Traces and the projector

The trace lemma evaluates $\operatorname{tr}(cxc)$ in two ways, in `h1` and `h2`.

```lean
/-- A matrix that anticommutes with an involution is traceless. -/
theorem trace_eq_zero_of_anticommute {c x : Matrix ι ι ℂ} (hc : c * c = 1)
    (h : c * x = -(x * c)) : x.trace = 0 := by
  have h1 : (c * (x * c)).trace = x.trace := by
    rw [Matrix.trace_mul_comm, mul_assoc, hc, mul_one]
  have h2 : c * (x * c) = -x := by
    rw [← mul_assoc, h, neg_mul, mul_assoc, hc, mul_one]
  rw [h2, Matrix.trace_neg] at h1
  linear_combination (-1 / 2) * h1
```

The next lemma records the double sign change. It will be used to move both $\beta$ and $\alpha_3$ past $\alpha_1\alpha_2$.

```lean
omit [DecidableEq ι] in
/-- If two matrices each anticommute with a third, their product commutes with it. -/
theorem pair_commute {x y c : Matrix ι ι ℂ} (hx : x * c = -(c * x))
    (hy : y * c = -(c * y)) : x * y * c = c * (x * y) := by
  rw [mul_assoc x y c, hy, mul_neg, ← mul_assoc x c y, hx, neg_mul, neg_neg, mul_assoc c x y]
```

The dimension count needs only two commuting involutions `B` and `S` that are traceless together with their product. The equations `hBP` and `hSP` say that $P$ maps into the sector, and `hfix` says that it fixes the sector pointwise. In each, `rcases` inserts the signs and `module` checks the remaining linear identity. Together they give `hproj`, after which Mathlib's theorem on the trace of a projector yields the dimension. The conclusion is written as $4\dim = n$, an equation between natural numbers.

```lean
/-- Let two commuting involutions and their product all be traceless. Then each joint
eigenspace, for any choice of the two signs, has a quarter of the full dimension. -/
theorem four_mul_finrank_sector {B S : Matrix ι ι ℂ} (hB : B * B = 1) (hS : S * S = 1)
    (hBS : B * S = S * B) (tB : B.trace = 0) (tS : S.trace = 0) (tBS : (B * S).trace = 0)
    {s t : ℂ} (hs : s = 1 ∨ s = -1) (ht : t = 1 ∨ t = -1) :
    4 * Module.finrank ℂ (sector B S s t) = Fintype.card ι := by
  have mem : ∀ v, v ∈ sector B S s t ↔ B *ᵥ v = s • v ∧ S *ᵥ v = t • v := fun v => by
    simp only [sector, Submodule.mem_inf, Module.End.mem_eigenspace_iff, Matrix.toLin'_apply]
  -- the projector onto the joint eigenspace
  obtain ⟨P, hP⟩ : ∃ P : Matrix ι ι ℂ,
      P = (1 / 4 : ℂ) • (1 + s • B + t • S + (s * t) • (B * S)) := ⟨_, rfl⟩
  have hBP : B * P = s • P := by
    have h : B * (B * S) = S := by rw [← mul_assoc, hB, one_mul]
    simp only [hP, mul_smul_comm, mul_add, mul_one, hB, h]
    rcases hs with rfl | rfl <;> module
  have hSP : S * P = t • P := by
    have h : S * (B * S) = B := by rw [hBS, ← mul_assoc, hS, one_mul]
    simp only [hP, mul_smul_comm, mul_add, mul_one, hS, h, ← hBS]
    rcases ht with rfl | rfl <;> module
  have hfix : ∀ v, B *ᵥ v = s • v → S *ᵥ v = t • v → P *ᵥ v = v := by
    intro v h1 h2
    simp only [hP, Matrix.smul_mulVec, Matrix.add_mulVec, Matrix.one_mulVec,
      ← Matrix.mulVec_mulVec, h1, h2, Matrix.mulVec_smul]
    rcases hs with rfl | rfl <;> rcases ht with rfl | rfl <;> module
  have hproj : LinearMap.IsProj (sector B S s t) (Matrix.toLin' P) := by
    constructor
    · intro v
      rw [mem, Matrix.toLin'_apply, Matrix.mulVec_mulVec, Matrix.mulVec_mulVec, hBP, hSP,
        Matrix.smul_mulVec, Matrix.smul_mulVec]
      exact ⟨rfl, rfl⟩
    · intro v hv
      rw [mem] at hv
      rw [Matrix.toLin'_apply]
      exact hfix v hv.1 hv.2
  -- the trace of a projector is the dimension of its range
  have htr := hproj.trace
  rw [LinearMap.trace_eq_matrix_trace ℂ (Pi.basisFun ℂ ι), LinearMap.toMatrix_eq_toMatrix',
    LinearMap.toMatrix'_toLin', hP] at htr
  simp only [Matrix.trace_smul, Matrix.trace_add, Matrix.trace_one, tB, tS, tBS,
    smul_eq_mul] at htr
  have h4 : (4 : ℂ) * (Module.finrank ℂ (sector B S s t) : ℂ) = (Fintype.card ι : ℂ) := by
    linear_combination (-4) * htr
  exact_mod_cast h4
```

For the Dirac matrices, `hsq` is the computation $(\alpha_1\alpha_2)^2 = -1$, while `t12` and `tβ12` are the traces obtained with $\alpha_1$ and $\alpha_3$. The closing bullets restore the factor $-i$.

```lean
/-- For matrices obeying the Dirac relations, each joint eigenspace of `β` and the spin matrix
`-i α₁ α₂`, with eigenvalues `s = ±1` and `t = ±1`, has a quarter of the full dimension. -/
theorem dirac_sector_dimension {α₁ α₂ α₃ β : Matrix ι ι ℂ} (h : DiracRelations α₁ α₂ α₃ β)
    {s t : ℂ} (hs : s = 1 ∨ s = -1) (ht : t = 1 ∨ t = -1) :
    4 * Module.finrank ℂ (sector β (spinZ α₁ α₂) s t) = Fintype.card ι := by
  have hsq : α₁ * α₂ * (α₁ * α₂) = -1 := by
    calc α₁ * α₂ * (α₁ * α₂) = (-(α₂ * α₁)) * (α₁ * α₂) := by rw [← h.anti₁₂]
      _ = -(α₂ * (α₁ * α₁) * α₂) := by noncomm_ring
      _ = -1 := by rw [h.sq₁, mul_one, h.sq₂]
  -- `α₁` anticommutes with the spin matrix, `α₃` with its product with `β`
  have t12 : (α₁ * α₂).trace = 0 := trace_eq_zero_of_anticommute h.sq₁ (by
    rw [mul_assoc α₁ α₂ α₁, ← mul_neg, ← h.anti₁₂])
  have tβ12 : (β * (α₁ * α₂)).trace = 0 := trace_eq_zero_of_anticommute h.sq₃ (by
    rw [← mul_assoc α₃ β (α₁ * α₂), h.anti₃β, neg_mul, mul_assoc β α₃ (α₁ * α₂),
      ← pair_commute h.anti₁₃ h.anti₂₃, mul_assoc β (α₁ * α₂) α₃])
  apply four_mul_finrank_sector h.sqβ _ _ (trace_eq_zero_of_anticommute h.sq₁ h.anti₁β) _ _ hs ht
  · simp only [spinZ, smul_mul_assoc, mul_smul_comm, smul_smul, hsq]
    rw [neg_mul_neg, Complex.I_mul_I, neg_smul, one_smul, neg_neg]
  · rw [spinZ, mul_smul_comm, smul_mul_assoc, pair_commute h.anti₁β h.anti₂β]
  · rw [spinZ, Matrix.trace_smul, t12, smul_zero]
  · rw [spinZ, mul_smul_comm, Matrix.trace_smul, tβ12, smul_zero]
```

Divisibility follows, with the dimension of the sector $s = t = 1$ as the quotient.

```lean
/-- Matrices obeying the Dirac relations have a size that is a multiple of four. -/
theorem four_dvd_card {α₁ α₂ α₃ β : Matrix ι ι ℂ} (h : DiracRelations α₁ α₂ α₃ β) :
    4 ∣ Fintype.card ι :=
  ⟨_, (dirac_sector_dimension h (Or.inl rfl) (Or.inl rfl)).symm⟩
```

## Matrices of every size 4k

The standard matrices are checked entry by entry.

```lean
/-- The standard 4 by 4 Dirac matrices obey the Dirac relations. -/
theorem diracRelations_witness : DiracRelations
    (!![0, 0, 0, 1; 0, 0, 1, 0; 0, 1, 0, 0; 1, 0, 0, 0] : Matrix (Fin 4) (Fin 4) ℂ)
    !![0, 0, 0, -Complex.I; 0, 0, Complex.I, 0; 0, -Complex.I, 0, 0; Complex.I, 0, 0, 0]
    !![0, 0, 1, 0; 0, 0, 0, -1; 1, 0, 0, 0; 0, -1, 0, 0]
    !![1, 0, 0, 0; 0, 1, 0, 0; 0, 0, -1, 0; 0, 0, 0, -1] := by
  constructor <;> ext i j <;> fin_cases i <;> fin_cases j <;>
    simp [Matrix.mul_apply, Fin.sum_univ_succ]
```

The Kronecker product is indexed by pairs; `finProdFinEquiv` renumbers them from $0$ to $4k-1$.

```lean
/-- The matrix `A ⊗ 1` of size `4k`, which acts as `A` on `k` copies of a four-component
space. -/
def copies (k : ℕ) (A : Matrix (Fin 4) (Fin 4) ℂ) : Matrix (Fin (4 * k)) (Fin (4 * k)) ℂ :=
  (A ⊗ₖ (1 : Matrix (Fin k) (Fin k) ℂ)).submatrix finProdFinEquiv.symm finProdFinEquiv.symm
```

Because `copies` respects products, the identity and negation, each relation carries over.

```lean
/-- If four 4 by 4 matrices obey the Dirac relations, so do their `k`-fold copies. -/
theorem diracRelations_copies (k : ℕ) {α₁ α₂ α₃ β : Matrix (Fin 4) (Fin 4) ℂ}
    (h : DiracRelations α₁ α₂ α₃ β) :
    DiracRelations (copies k α₁) (copies k α₂) (copies k α₃) (copies k β) := by
  have hmul : ∀ A B, copies k A * copies k B = copies k (A * B) := fun A B => by
    unfold copies
    rw [Matrix.submatrix_mul_equiv, ← Matrix.mul_kronecker_mul, one_mul]
  have hone : copies k 1 = 1 := by
    unfold copies
    rw [Matrix.one_kronecker_one, Matrix.submatrix_one_equiv]
  have hneg : ∀ A, copies k (-A) = -copies k A := fun A => by
    ext i j
    simp [copies, Matrix.kroneckerMap_apply]
  constructor <;> simp only [hmul, h.sq₁, h.sq₂, h.sq₃, h.sqβ, h.anti₁₂, h.anti₁₃, h.anti₂₃,
    h.anti₁β, h.anti₂β, h.anti₃β, hone, hneg]
```

The final theorem joins both directions. It includes $n = 0$, where the relations hold trivially for empty matrices; the smallest nonzero size is 4, and $n = 2$ is excluded.

```lean
/-- Complex `n` by `n` matrices obeying the Dirac relations exist exactly when `n` is a
multiple of four. -/
theorem exists_diracRelations_iff (n : ℕ) :
    (∃ α₁ α₂ α₃ β : Matrix (Fin n) (Fin n) ℂ, DiracRelations α₁ α₂ α₃ β) ↔ 4 ∣ n := by
  constructor
  · rintro ⟨α₁, α₂, α₃, β, h⟩
    simpa only [Fintype.card_fin] using four_dvd_card h
  · rintro ⟨k, rfl⟩
    exact ⟨_, _, _, _, diracRelations_copies k diracRelations_witness⟩

end

end DiracDimension
```

```lean
#print axioms DiracDimension.exists_diracRelations_iff
```

```
'DiracDimension.exists_diracRelations_iff' depends on axioms: [propext, Classical.choice, Quot.sound]
```

For relativistic electronic structure, this means that a two-component Hamiltonian for a massive free electron in three dimensions cannot be linear in momentum with constant matrix coefficients and also have the square $p^2c^2 + m^2c^4$. Two-component Hamiltonians of other forms are unaffected.
